# In a pure state of one bosonic mode, a nonzero field amplitude requires number fluctuations

Let |0⟩ and |1⟩ be the states of a bosonic mode with zero and one quantum, and let a be the annihilation operator, so that a|0⟩ = 0 and a|1⟩ = |0⟩. Take ψ = x|0⟩ + y|1⟩ with x, y real and x² + y² = 1. With N the number of quanta,

⟨a⟩ = xy,  ⟨N⟩ = y²,  Var(N) = y² − y⁴ = x²y².

The amplitude comes from interference between neighbouring number states, and it vanishes as soon as either component does. In this family |⟨a⟩|² equals Var(N). For a general unit vector ψ in which all moments of N are finite, the two are related by

Var(N) (⟨N⟩ + 1/2 − |⟨a⟩|²) ≥ |⟨a⟩|²/4.

In mean-field descriptions of a condensate or a laser, ⟨a⟩ serves as the order parameter; for a single mode in a pure state, the inequality limits how small the number fluctuations that accompany it can be at a given mean number ⟨N⟩.

## The mode and its commutator

The states live in a complex inner product space E. The operators are linear maps defined on all of E, so E plays the role of a common invariant domain inside the Hilbert space. It cannot be the whole Hilbert space, because a and a† are unbounded and not defined on every vector there.

```lean
import Mathlib

open ComplexConjugate

namespace NumberAmplitude

noncomputable section

variable {E : Type*} [NormedAddCommGroup E] [InnerProductSpace ℂ E]
```

The creation operator a† is written `ad`. Two properties are assumed: a and a† are mutually adjoint, and

a a† − a† a = 1.

The commutator is the physical postulate: it stands for bosonic quanta that can be added one at a time without limit.

```lean
/-- A bosonic mode: `a` and `ad` are mutually adjoint and obey `[a, ad] = 1`. -/
structure IsMode (a ad : E →ₗ[ℂ] E) : Prop where
  adjoint : ∀ x y, inner ℂ (a x) y = inner ℂ x (ad y)
  ccr : ∀ x, a (ad x) - ad (a x) = x
```

The number operator is N = a†a.

```lean
/-- The number operator `N = ad a`. -/
def number (a ad : E →ₗ[ℂ] E) : E →ₗ[ℂ] E := ad ∘ₗ a
```

The mean is ⟨A⟩ = ⟨ψ, Aψ⟩, a complex number, with the inner product conjugate-linear in its first slot.

```lean
/-- The expectation value `⟨ψ, A ψ⟩` for a unit vector `ψ`. -/
def mean (A : E →ₗ[ℂ] E) (ψ : E) : ℂ := inner ℂ ψ (A ψ)
```

The spread is ‖(A − ⟨A⟩)ψ‖. For N its square is Var(N); for the non-Hermitian a and a† it is simply a squared length.

```lean
/-- The spread of `A` in the state `ψ`, the length of `(A - ⟨A⟩) ψ`.
For a Hermitian `A` and a unit vector `ψ` its square is the variance. -/
def spread (A : E →ₗ[ℂ] E) (ψ : E) : ℝ := ‖A ψ - mean A ψ • ψ‖
```

## Spreads of the field operators

Expanding the square for ‖ψ‖ = 1 gives

‖Aψ − ⟨A⟩ψ‖² = ‖Aψ‖² − 2 Re(⟨A⟩⟨Aψ, ψ⟩) + |⟨A⟩|² = ‖Aψ‖² − |⟨A⟩|²,

because ⟨Aψ, ψ⟩ is the conjugate of ⟨A⟩. This is the step `h` below.

```lean
/-- In a unit state the squared spread of any operator is `‖A ψ‖² - |⟨A⟩|²`. -/
theorem spread_sq (A : E →ₗ[ℂ] E) {ψ : E} (hψ : ‖ψ‖ = 1) :
    spread A ψ ^ 2 = ‖A ψ‖ ^ 2 - ‖mean A ψ‖ ^ 2 := by
  have h : RCLike.re (inner ℂ (A ψ) (mean A ψ • ψ)) = ‖mean A ψ‖ ^ 2 := by
    rw [inner_smul_right, ← inner_conj_symm (A ψ) ψ]
    change (mean A ψ * conj (mean A ψ)).re = _
    rw [Complex.mul_conj, Complex.ofReal_re, Complex.normSq_eq_norm_sq]
  rw [spread, norm_sub_sq (𝕜 := ℂ), h, norm_smul, hψ]
  ring
```

Conjugating the adjoint relation lets a† be moved across the inner product as well: ⟨a†x, y⟩ = ⟨x, ay⟩.

```lean
/-- The adjoint relation read in the other direction: `⟨ad x, y⟩ = ⟨x, a y⟩`. -/
theorem IsMode.adjoint' {a ad : E →ₗ[ℂ] E} (h : IsMode a ad) (x y : E) :
    inner ℂ (ad x) y = inner ℂ x (a y) := by
  rw [← inner_conj_symm (ad x) y, ← h.adjoint, inner_conj_symm]
```

Write u and v for the spreads of a and a†. Adjointness and the commutator give

‖aψ‖² = ⟨ψ, a†aψ⟩ = ⟨N⟩,
‖a†ψ‖² = ⟨ψ, aa†ψ⟩ = ⟨N⟩ + 1.

Since |⟨a†⟩| = |⟨a⟩|, it follows that

u² = ⟨N⟩ − |⟨a⟩|²,  v² = ⟨N⟩ + 1 − |⟨a⟩|².

The mean of N is real, and Lean takes its real part with `.re`. The extra quantum enters at `hc`.

```lean
/-- For a bosonic mode in a unit state, the squared spreads of `a` and `ad` are
`⟨N⟩ - |⟨a⟩|²` and `⟨N⟩ + 1 - |⟨a⟩|²`. -/
theorem field_spreads {a ad : E →ₗ[ℂ] E} (h : IsMode a ad) {ψ : E} (hψ : ‖ψ‖ = 1) :
    spread a ψ ^ 2 = (mean (number a ad) ψ).re - ‖mean a ψ‖ ^ 2 ∧
    spread ad ψ ^ 2 = (mean (number a ad) ψ).re + 1 - ‖mean a ψ‖ ^ 2 := by
  have hN : mean (number a ad) ψ = inner ℂ (a ψ) (a ψ) := (h.adjoint ψ (a ψ)).symm
  have hn : (inner ℂ (a ψ) (a ψ)).re = ‖a ψ‖ ^ 2 := inner_self_eq_norm_sq (𝕜 := ℂ) (a ψ)
  have hd : (inner ℂ (ad ψ) (ad ψ)).re = ‖ad ψ‖ ^ 2 := inner_self_eq_norm_sq (𝕜 := ℂ) (ad ψ)
  have h1 : inner ℂ ψ ψ = (1 : ℂ) := by
    rw [inner_self_eq_norm_sq_to_K, hψ]; simp
  -- by the commutator, the squared norm of `ad ψ` is one more than that of `a ψ`
  have hc : inner ℂ (ad ψ) (ad ψ) = 1 + inner ℂ (a ψ) (a ψ) := by
    have e : a (ad ψ) = ψ + ad (a ψ) := sub_eq_iff_eq_add.mp (h.ccr ψ)
    rw [h.adjoint' ψ (ad ψ), e, inner_add_right, h1, ← h.adjoint]
  have hm : ‖mean ad ψ‖ = ‖mean a ψ‖ := by
    rw [mean, mean, ← h.adjoint, norm_inner_symm]
  refine ⟨?_, ?_⟩
  · rw [spread_sq a hψ, hN, hn]
  · rw [spread_sq ad hψ, hN, hm, ← hd, hc, Complex.add_re, Complex.one_re]
    ring
```

## From the commutator to a bound on the amplitude

Put m = ⟨N⟩ and δ = (N − m)ψ, so that ‖δ‖ is the spread of N and ⟨ψ, δ⟩ = 0. The commutator applied to aψ gives aNψ − Naψ = aψ. Moreover, m being real,

⟨a†ψ, δ⟩ = ⟨ψ, aNψ⟩ − m⟨a⟩,
⟨δ, aψ⟩ = ⟨ψ, Naψ⟩ − m⟨a⟩.

Subtract these. Because δ is orthogonal to ψ, multiples of ψ may be removed from the other vectors:

⟨a⟩ = ⟨(a† − ⟨a†⟩)ψ, δ⟩ − ⟨δ, (a − ⟨a⟩)ψ⟩.

The triangle inequality and Cauchy–Schwarz then yield

|⟨a⟩| ≤ ‖δ‖ (u + v).

In the proof, `h2` and `h3` are the two inner products, `key` is the centred identity, and `c1` to `c3` are the three estimates.

```lean
/-- For a bosonic mode in a unit state, the field amplitude is at most the number spread
times the sum of the spreads of `a` and `ad`. -/
theorem amplitude_le {a ad : E →ₗ[ℂ] E} (h : IsMode a ad) {ψ : E} (hψ : ‖ψ‖ = 1) :
    ‖mean a ψ‖ ≤ spread (number a ad) ψ * (spread a ψ + spread ad ψ) := by
  obtain ⟨m, hm⟩ : ∃ m, m = mean (number a ad) ψ := ⟨_, rfl⟩
  obtain ⟨δ, hδ⟩ : ∃ δ, δ = ad (a ψ) - m • ψ := ⟨_, rfl⟩
  have hs : spread (number a ad) ψ = ‖δ‖ := by rw [hδ, hm]; rfl
  have hreal : conj m = m := by
    have e : m = inner ℂ (a ψ) (a ψ) := hm.trans (h.adjoint ψ (a ψ)).symm
    rw [e, inner_conj_symm]
  have h1 : inner ℂ ψ ψ = (1 : ℂ) := by
    rw [inner_self_eq_norm_sq_to_K, hψ]; simp
  -- the number fluctuation is orthogonal to the state
  have h0 : inner ℂ ψ δ = (0 : ℂ) := by
    have e : inner ℂ ψ (ad (a ψ)) = m := hm.symm
    rw [hδ, inner_sub_right, inner_smul_right, h1, e]
    ring
  have h0' : inner ℂ δ ψ = (0 : ℂ) := by
    rw [← inner_conj_symm δ ψ, h0, map_zero]
  have h2 : inner ℂ (ad ψ) δ = inner ℂ ψ (a (ad (a ψ))) - m * inner ℂ ψ (a ψ) := by
    rw [h.adjoint', hδ, map_sub, map_smul, inner_sub_right, inner_smul_right]
  have h3 : inner ℂ δ (a ψ) = inner ℂ ψ (ad (a (a ψ))) - m * inner ℂ ψ (a ψ) := by
    rw [hδ, inner_sub_left, inner_smul_left, hreal, h.adjoint' (a ψ) (a ψ),
      h.adjoint ψ (a (a ψ))]
  -- the mean of `[a, N] = a`, written with centred vectors
  have key : mean a ψ = inner ℂ (ad ψ - mean ad ψ • ψ) δ
      - inner ℂ δ (a ψ - mean a ψ • ψ) := by
    have e : inner ℂ ψ (a (ad (a ψ))) - inner ℂ ψ (ad (a (a ψ))) = mean a ψ := by
      rw [← inner_sub_right, h.ccr (a ψ), mean]
    rw [inner_sub_left, inner_smul_left, inner_sub_right, inner_smul_right, h0, h0', h2, h3]
    linear_combination -e
  have c1 := norm_inner_le_norm (𝕜 := ℂ) (ad ψ - mean ad ψ • ψ) δ
  have c2 := norm_inner_le_norm (𝕜 := ℂ) δ (a ψ - mean a ψ • ψ)
  have c3 := norm_sub_le (inner ℂ (ad ψ - mean ad ψ • ψ) δ)
    (inner ℂ δ (a ψ - mean a ψ • ψ))
  rw [← key] at c3
  rw [hs, spread, spread]
  linarith
```

Squaring, and using (u + v)² = 2(u² + v²) − (u − v)², gives

|⟨a⟩|² ≤ 2 Var(N) (u² + v²) = 4 Var(N) (⟨N⟩ + 1/2 − |⟨a⟩|²).

Division by 4 is the claim. The discarded term Var(N)(u − v)² is the nonnegative product handed to `nlinarith`.

```lean
/-- Number-amplitude relation: for a bosonic mode in a unit state,
`Var(N) (⟨N⟩ + 1/2 - |⟨a⟩|²) ≥ |⟨a⟩|² / 4`. -/
theorem number_amplitude {a ad : E →ₗ[ℂ] E} (h : IsMode a ad) {ψ : E} (hψ : ‖ψ‖ = 1) :
    ‖mean a ψ‖ ^ 2 / 4 ≤ spread (number a ad) ψ ^ 2 *
      ((mean (number a ad) ψ).re + 1 / 2 - ‖mean a ψ‖ ^ 2) := by
  obtain ⟨hu, hv⟩ := field_spreads h hψ
  have h2 := pow_le_pow_left₀ (norm_nonneg _) (amplitude_le h hψ) 2
  have e : (mean (number a ad) ψ).re + 1 / 2 - ‖mean a ψ‖ ^ 2
      = (spread a ψ ^ 2 + spread ad ψ ^ 2) / 2 := by linarith
  rw [e]
  nlinarith [mul_nonneg (sq_nonneg (spread (number a ad) ψ))
    (sq_nonneg (spread a ψ - spread ad ψ))]
```

Adjointness alone would not be enough. On E = ℂ let a = a† = 1, so the commutator is 0. Then N = 1 is sharp while ⟨a⟩ = 1, and the inequality would read 1/4 ≤ 0.

## Strictness and sharp number

If ⟨a⟩ ≠ 0, the bound |⟨a⟩| ≤ ‖δ‖(u + v) forces ‖δ‖ > 0. Also v² − u² = 1, so u ≠ v. The discarded term is therefore positive and the inequality is strict.

```lean
/-- For a bosonic mode in a unit state with nonzero field amplitude, the number-amplitude
relation is a strict inequality. -/
theorem number_amplitude_strict {a ad : E →ₗ[ℂ] E} (h : IsMode a ad) {ψ : E}
    (hψ : ‖ψ‖ = 1) (hα : mean a ψ ≠ 0) :
    ‖mean a ψ‖ ^ 2 / 4 < spread (number a ad) ψ ^ 2 *
      ((mean (number a ad) ψ).re + 1 / 2 - ‖mean a ψ‖ ^ 2) := by
  obtain ⟨hu, hv⟩ := field_spreads h hψ
  have h1 := amplitude_le h hψ
  have h2 := pow_le_pow_left₀ (norm_nonneg _) h1 2
  have hd : spread (number a ad) ψ ≠ 0 := by
    intro h0
    rw [h0, zero_mul] at h1
    exact absurd (norm_pos_iff.mpr hα) (not_lt_of_ge h1)
  -- the spreads of `a` and `ad` are never equal
  have huv : spread a ψ - spread ad ψ ≠ 0 := by
    intro h0
    rw [sub_eq_zero.mp h0] at hu
    linarith
  have e : (mean (number a ad) ψ).re + 1 / 2 - ‖mean a ψ‖ ^ 2
      = (spread a ψ ^ 2 + spread ad ψ ^ 2) / 2 := by linarith
  have hp : 0 < spread (number a ad) ψ ^ 2 * (spread a ψ - spread ad ψ) ^ 2 := by positivity
  rw [e]
  nlinarith
```

If the spread of N is zero, a nonzero amplitude would give |⟨a⟩|²/4 < 0. Hence ⟨a⟩ = 0, as in every number state.

```lean
/-- For a bosonic mode in a unit state, a sharp particle number forces the field
amplitude to vanish. -/
theorem amplitude_eq_zero_of_sharp_number {a ad : E →ₗ[ℂ] E} (h : IsMode a ad) {ψ : E}
    (hψ : ‖ψ‖ = 1) (hN : spread (number a ad) ψ = 0) : mean a ψ = 0 := by
  by_contra hα
  have h1 := number_amplitude_strict h hψ hα
  rw [hN] at h1
  nlinarith [sq_nonneg ‖mean a ψ‖]
```

The same argument with a² in place of a, and [a², N] = 2a², gives 2|⟨a²⟩| ≤ ‖δ‖ (spread of a² + spread of a†²), so a sharp number also removes the pair amplitude; this variant has no formal proof here.

## Coherent states lie at twice the bound

Suppose aψ = αψ with α complex. Then ⟨a⟩ = α and u = 0, hence v = 1 and ⟨N⟩ + 1/2 − |α|² = 1/2. Since Nψ = αa†ψ,

δ = α(a† − ⟨a†⟩)ψ,  Var(N) = |α|²v² = |α|².

The product is |α|²/2, against a lower bound of |α|²/4.

```lean
/-- In a normalised coherent state, `a ψ = α ψ`, of a bosonic mode the product
`Var(N) (⟨N⟩ + 1/2 - |⟨a⟩|²)` equals `|α|² / 2`. -/
theorem coherent_state {a ad : E →ₗ[ℂ] E} (h : IsMode a ad) {ψ : E} (hψ : ‖ψ‖ = 1)
    {α : ℂ} (hc : a ψ = α • ψ) :
    spread (number a ad) ψ ^ 2 *
      ((mean (number a ad) ψ).re + 1 / 2 - ‖mean a ψ‖ ^ 2) = ‖α‖ ^ 2 / 2 := by
  obtain ⟨hu, hv⟩ := field_spreads h hψ
  have hma : mean a ψ = α := by
    rw [mean, hc, inner_smul_right, inner_self_eq_norm_sq_to_K, hψ]; simp
  have h0 : spread a ψ = 0 := by rw [spread, hma, hc, sub_self, norm_zero]
  -- the spread of the number operator is `|α|` times the spread of `ad`
  have hN : spread (number a ad) ψ = ‖α‖ * spread ad ψ := by
    simp only [spread, mean, number, LinearMap.comp_apply, hc, map_smul, inner_smul_right]
    rw [← norm_smul, smul_sub, smul_smul]
  rw [h0] at hu
  have h1 : spread ad ψ ^ 2 = 1 := by linarith
  have h2 : (mean (number a ad) ψ).re + 1 / 2 - ‖mean a ψ‖ ^ 2 = 1 / 2 := by linarith
  rw [h2, hN, mul_pow, h1]
  ring
```

## Polynomials as states with finitely many quanta

No nonzero finite-dimensional space satisfies the commutator, because the trace of a commutator vanishes. A concrete model is the space of complex polynomials, with Xⁿ/√(n!) as the state of n quanta and

⟨p, q⟩ = Σ n! p̄ₙ qₙ.

```lean
/-- The form `∑ n! conj(pₙ) qₙ` on complex polynomials. -/
def fockForm (p q : Polynomial ℂ) : ℂ :=
  p.sum fun n c => (n.factorial : ℂ) * conj c * q.coeff n
```

Here a is differentiation and a† is multiplication by X. For p = cXⁿ with n ≥ 1, both sides of the adjoint relation equal n! c̄ qₙ₋₁; for n = 0 both vanish. The product rule gives (Xp)′ − Xp′ = p, and ⟨p, p⟩ = Σ n! |pₙ|² is positive for p ≠ 0. The theorem states these three facts directly, without constructing an `IsMode` term.

A vector from a truncated number basis in a single-mode simulation is such a polynomial, so the inequality applies to it. Coherent states with α ≠ 0 are not polynomials and need a larger invariant domain. What remains is the extension to states with finite ⟨N²⟩ but an infinite higher moment of N, which lie outside every invariant domain; it takes an approximation argument.

```lean
/-- On complex polynomials, differentiation and multiplication by `X` are adjoint for `fockForm`,
their commutator is the identity, and `fockForm p p` has positive real part for `p ≠ 0`. -/
theorem mode_witness :
    (∀ p q, fockForm (Polynomial.derivative p) q = fockForm p (Polynomial.X * q)) ∧
    (∀ p : Polynomial ℂ, Polynomial.derivative (Polynomial.X * p)
      - Polynomial.X * Polynomial.derivative p = p) ∧
    (∀ p, p ≠ 0 → 0 < (fockForm p p).re) := by
  have add : ∀ p p' q, fockForm (p + p') q = fockForm p q + fockForm p' q := by
    intro p p' q
    exact Polynomial.sum_add_index p p' _ (fun i => by simp)
      (fun i b c => by rw [map_add]; ring)
  have mono : ∀ n c q, fockForm (Polynomial.monomial n c) q
      = (n.factorial : ℂ) * conj c * q.coeff n := by
    intro n c q
    exact Polynomial.sum_monomial_index c _ (by simp)
  refine ⟨fun p q => ?_, fun p => ?_, fun p hp => ?_⟩
  · -- by linearity it suffices to compare monomials
    induction p using Polynomial.induction_on' with
    | add p p' hp hp' => rw [Polynomial.derivative_add, add, add, hp, hp']
    | monomial n c =>
      rw [Polynomial.derivative_monomial, mono, mono]
      cases n with
      | zero => simp
      | succ k =>
        rw [Polynomial.coeff_X_mul, Nat.add_sub_cancel, Nat.factorial_succ, map_mul,
          map_natCast]
        push_cast
        ring
  · rw [Polynomial.derivative_mul, Polynomial.derivative_X]
    ring
  · rw [fockForm, Polynomial.sum_def, Complex.re_sum]
    refine Finset.sum_pos (fun n hn => ?_) (Polynomial.support_nonempty.mpr hp)
    have e : (n.factorial : ℂ) * conj (p.coeff n) * p.coeff n
        = (((n.factorial : ℝ) * Complex.normSq (p.coeff n) : ℝ) : ℂ) := by
      rw [Complex.ofReal_mul, ← Complex.mul_conj, Complex.ofReal_natCast]
      ring
    rw [e, Complex.ofReal_re]
    exact mul_pos (Nat.cast_pos.mpr n.factorial_pos)
      (Complex.normSq_pos.mpr (Polynomial.mem_support_iff.mp hn))

end

end NumberAmplitude
```

```lean
#print axioms NumberAmplitude.number_amplitude
#print axioms NumberAmplitude.number_amplitude_strict
#print axioms NumberAmplitude.amplitude_eq_zero_of_sharp_number
#print axioms NumberAmplitude.coherent_state
```

```
'NumberAmplitude.number_amplitude' depends on axioms: [propext, Classical.choice, Quot.sound]
'NumberAmplitude.number_amplitude_strict' depends on axioms: [propext, Classical.choice, Quot.sound]
'NumberAmplitude.amplitude_eq_zero_of_sharp_number' depends on axioms: [propext, Classical.choice, Quot.sound]
'NumberAmplitude.coherent_state' depends on axioms: [propext, Classical.choice, Quot.sound]
```
